# Spin-summed generators of electrons: E_pq³ = 0 for p ≠ q, and E_pp(E_pp − 1)(E_pp − 2) = 0

Moving an electron from one spin orbital to a different one cannot be done twice in succession, so the square of such a hop is zero. If this rule is carried over to the spin-summed generator E_pq, a configuration goes missing. With both electrons in orbital q, applying E_pq twice moves the whole pair to p, and the result is twice the doubly excited determinant, not zero. An expansion of exp(t E_pq) cut off after the linear term therefore loses the pair excitation. The correct rule is that the square survives and the cube vanishes.

The development uses Lean 4 with Mathlib.

```lean
import Mathlib

namespace SpinSummedGenerators
```

## Spin orbitals and their anticommutation relations

A spin orbital is a pair (p,σ) of a spatial orbital p and a spin σ, which is ↑ or ↓. In Lean the spin is a type with the two values `up` and `down`.

```lean
/-- The two spin projections of an electron. -/
inductive Spin
  | up
  | down
  deriving DecidableEq

open Spin
```

Write c_x for the creator and a_x for the annihilator of a mode x; the creator carries no dagger. The canonical anticommutation relations (CAR) are

c_x c_y + c_y c_x = 0

a_x a_y + a_y a_x = 0

a_x c_y + c_y a_x = δ_xy

They encode the antisymmetry of electrons and, when c_x is the adjoint of a_x, the orthonormality of the modes. `IsCAR c a` assumes these three relations for elements of a ring `A`, with any set of modes `m`, finite or infinite. It assumes no vacuum and no inner product, and c_x need not be the adjoint of a_x.

```lean
/-- Canonical anticommutation relations for creators `c` and annihilators `a` of modes `m`. -/
structure IsCAR {m A : Type*} [DecidableEq m] [Ring A] (c a : m → A) : Prop where
  cc : ∀ x y, c x * c y + c y * c x = 0
  aa : ∀ x y, a x * a y + a y * a x = 0
  ac : ∀ x y, a x * c y + c y * a x = if x = y then 1 else 0
```

The spin-summed generator moves an electron from q to p and keeps its spin:

E_pq = c_p↑ a_q↑ + c_p↓ a_q↓

In `E c a p q`, the type `ι` labels the spatial orbitals, and the modes are the elements of `ι × Spin`.

```lean
/-- The spin-summed generator `E_pq`, which moves an electron from orbital `q` to orbital `p`
without changing its spin. -/
def E {ι A : Type*} [Ring A] (c a : ι × Spin → A) (p q : ι) : A :=
  c (p, up) * a (q, up) + c (p, down) * a (q, down)
```

## Single hops

The third relation is used in two cases. For equal modes it reads

a_x c_x + c_x a_x = 1

```lean
section Modes

variable {m A : Type*} [DecidableEq m] [Ring A] {c a : m → A}

/-- The annihilator and creator of one mode anticommute to one. -/
theorem IsCAR.ac_same (h : IsCAR c a) (x : m) : a x * c x + c x * a x = 1 := by
  rw [h.ac, if_pos rfl]
```

and for x ≠ y it reads

a_x c_y + c_y a_x = 0

```lean
/-- The annihilator and creator of different modes anticommute to zero. -/
theorem IsCAR.ac_ne (h : IsCAR c a) {x y : m} (hxy : x ≠ y) :
    a x * c y + c y * a x = 0 := by
  rw [h.ac, if_neg hxy]
```

Setting y = x in the first relation gives 2 c_x² = 0. Division by two then gives the Pauli principle,

c_x² = 0

This is where complex scalars enter, through `Algebra ℂ A`.

```lean
/-- No mode can be filled twice: the square of a creator vanishes. -/
theorem IsCAR.create_sq [Algebra ℂ A] (h : IsCAR c a) (x : m) : c x * c x = 0 := by
  have h2 : c x * c x = (1 / 2 : ℂ) • (c x * c x + c x * c x) := by module
  rw [h2, h.cc, smul_zero]
```

Next take two hops, c_x a_y and c_z a_w, with y ≠ z and w ≠ x. Moving a_y past c_z costs a sign. Exchanging the two creators and the two annihilators costs two signs, which cancel. Moving c_x past a_w costs a last one:

c_x a_y c_z a_w = −c_x c_z a_y a_w = −c_z c_x a_w a_y = c_z a_w c_x a_y

The hops commute. In the proof, `linear_combination` lists the relations used, each multiplied by the operators standing to its left and right, and `noncomm_ring` checks that they add up to the claim without changing the order of any factors.

```lean
/-- The hops `y → x` and `w → z` commute if neither one empties the mode the other fills. -/
theorem IsCAR.hop_comm (h : IsCAR c a) {x y z w : m} (hyz : y ≠ z) (hwx : w ≠ x) :
    c x * a y * (c z * a w) = c z * a w * (c x * a y) := by
  have h1 := h.ac_ne hyz
  have h2 := h.cc x z
  have h3 := h.aa y w
  have h4 := h.ac_ne hwx
  linear_combination (norm := noncomm_ring)
    c x * h1 * a w - h2 * a y * a w + c z * c x * h3 - c z * h4 * a y
```

The same exchange for a repeated hop with y ≠ x brings two equal creators together:

(c_x a_y)² = −c_x² a_y² = 0

```lean
/-- A hop between two different modes cannot be made twice in succession. -/
theorem IsCAR.hop_sq [Algebra ℂ A] (h : IsCAR c a) {x y : m} (hyx : y ≠ x) :
    c x * a y * (c x * a y) = 0 := by
  have h1 := h.ac_ne hyx
  have h2 := h.create_sq x
  linear_combination (norm := noncomm_ring) c x * h1 * a y - h2 * a y * a y
```

If the two modes coincide, the exchange leaves an extra term, and the hop becomes the idempotent number operator:

(c_x a_x)² = c_x (1 − c_x a_x) a_x = c_x a_x − c_x² a_x² = c_x a_x

```lean
/-- The number operator of a single mode is idempotent. -/
theorem IsCAR.number_sq [Algebra ℂ A] (h : IsCAR c a) (x : m) :
    c x * a x * (c x * a x) = c x * a x := by
  have h1 := h.ac_same x
  have h2 := h.create_sq x
  linear_combination (norm := noncomm_ring) c x * h1 * a x - h2 * a x * a x

end Modes
```

## Cancelling a fermion operator

The proof that the square is not zero needs a way to remove a factor from a vanishing product. Suppose xY = 0 and yx + xy = 1, and suppose that y commutes or anticommutes with Y. Then

Y = (yx + xy)Y = y(xY) + x(yY) = 0 ± (xY)y = 0

For x a creator, y is the annihilator of the same mode, and the other way round. This partner y is called the conjugate of x below; it need not be the adjoint.

```lean
/-- If `x * Y = 0` and `y * x + x * y = 1`, and if `y` commutes or anticommutes with `Y`, then `Y =
0`. -/
private theorem strip {A : Type*} [Ring A] {x y Y : A} (h : x * Y = 0)
    (hx : y * x + x * y = 1) (s : y * Y = Y * y ∨ y * Y = -(Y * y)) : Y = 0 := by
  have e : Y = y * (x * Y) + x * (y * Y) := by
    calc Y = (y * x + x * y) * Y := by rw [hx, one_mul]
      _ = y * (x * Y) + x * (y * Y) := by noncomm_ring
  have z : x * (Y * y) = 0 := by rw [← mul_assoc, h, zero_mul]
  rcases s with s | s
  · rw [e, h, s, z, mul_zero, add_zero]
  · rw [e, h, s, mul_neg, z, mul_zero, neg_zero, add_zero]
```

## The square and cube of an excitation

Let p ≠ q, and set X = c_p↑ a_q↑ and Y = c_p↓ a_q↓. Each is a hop between different modes, so X² = Y² = 0. They commute because their spins differ. Hence

E_pq² = X² + XY + YX + Y² = 2XY = 2 c_p↑ a_q↑ c_p↓ a_q↓

E_pq³ = 2XY(X + Y) = 2(X²Y + XY²) = 0

The Lean theorem states both equations as one conjunction. Its proof collects the three facts about the hops and then uses `generalize` to replace the hops by plain symbols `X` and `Y`, after which only this short expansion remains.

```lean
section Orbitals

variable {ι A : Type*} [DecidableEq ι] [Ring A] [Algebra ℂ A] {c a : ι × Spin → A}

/-- For `p ≠ q` the square of `E_pq` is twice the product of the spin-up and the spin-down hop
from `q` to `p`, and its cube vanishes. -/
theorem excitation_sq_and_cube (h : IsCAR c a) {p q : ι} (hpq : p ≠ q) :
    E c a p q ^ 2 = 2 * (c (p, up) * a (q, up) * (c (p, down) * a (q, down))) ∧
      E c a p q ^ 3 = 0 := by
  have hX := h.hop_sq (x := (p, up)) (y := (q, up)) (by simp [Ne.symm hpq])
  have hY := h.hop_sq (x := (p, down)) (y := (q, down)) (by simp [Ne.symm hpq])
  have hXY := h.hop_comm (x := (p, up)) (y := (q, up)) (z := (p, down)) (w := (q, down))
    (by simp) (by simp)
  unfold E
  -- only the algebra of two commuting square-zero hops is needed from here on
  generalize c (p, up) * a (q, up) = X at *
  generalize c (p, down) * a (q, down) = Y at *
  have h2 : (X + Y) ^ 2 = 2 * (X * Y) := by
    rw [sq]
    linear_combination (norm := noncomm_ring) hX + hY - hXY
  have h3 : X * Y * (X + Y) = 0 := by
    linear_combination (norm := noncomm_ring) hX * Y + X * hY - X * hXY
  exact ⟨h2, by rw [pow_succ, h2, mul_assoc, h3, mul_zero]⟩
```

The condition p ≠ q matters. On a state with both spin orbitals of p filled, E_pp has the value 2, so E_pp² gives 4, whereas the formula for the square would give 2, and E_pp³ gives 8 instead of 0.

The power three is also the smallest possible, provided that 1 ≠ 0 in the algebra, which is the hypothesis `Nontrivial A`. Suppose E_pq² = 0. Halving gives

c_p↑ a_q↑ c_p↓ a_q↓ = 0

The factors are now cancelled from the left. The conjugate a_p↑ anticommutes with each of the three operators after c_p↑, so it anticommutes with their product, and c_p↑ can be removed. The conjugate c_q↑ anticommutes with both c_p↓ and a_q↓, so it commutes with their product, and a_q↑ can be removed. Finally a_p↓ anticommutes with a_q↓, which removes c_p↓ and leaves a_q↓ = 0. But then

1 = a_q↓ c_q↓ + c_q↓ a_q↓ = 0

which is a contradiction. The steps `s1`, `s2` and `s3` are these three cancellations.

```lean
/-- If the anticommutation relations hold in a nontrivial complex algebra, then the square of `E_pq`
is not zero for `p ≠ q`. -/
theorem excitation_sq_ne_zero [Nontrivial A] (h : IsCAR c a) {p q : ι} (hpq : p ≠ q) :
    E c a p q ^ 2 ≠ 0 := by
  intro h0
  rw [(excitation_sq_and_cube h hpq).1, two_mul] at h0
  have hW : c (p, up) * (a (q, up) * (c (p, down) * a (q, down))) = 0 := by
    rw [← mul_assoc]
    generalize c (p, up) * a (q, up) * (c (p, down) * a (q, down)) = W at *
    have e : W = (1 / 2 : ℂ) • (W + W) := by module
    rw [e, h0, smul_zero]
  -- remove the first three operators one after the other, which leaves `a (q, down) = 0`
  have s1 : a (q, up) * (c (p, down) * a (q, down)) = 0 := by
    refine strip hW (h.ac_same (p, up)) (Or.inr ?_)
    have k1 := h.aa (p, up) (q, up)
    have k2 := h.ac_ne (x := (p, up)) (y := (p, down)) (by simp)
    have k3 := h.aa (p, up) (q, down)
    linear_combination (norm := noncomm_ring) k1 * c (p, down) * a (q, down)
      - a (q, up) * k2 * a (q, down) + a (q, up) * c (p, down) * k3
  have s2 : c (p, down) * a (q, down) = 0 := by
    refine strip s1 ((add_comm _ _).trans (h.ac_same (q, up))) (Or.inl ?_)
    have k1 := h.cc (q, up) (p, down)
    have k2 := h.ac_ne (x := (q, down)) (y := (q, up)) (by simp)
    linear_combination (norm := noncomm_ring) k1 * a (q, down) - c (p, down) * k2
  have s3 : a (q, down) = 0 :=
    strip s2 (h.ac_same (p, down))
      (Or.inr (eq_neg_of_add_eq_zero_left (h.aa (p, down) (q, down))))
  have k := h.ac_same (q, down)
  rw [s3, zero_mul, mul_zero, add_zero] at k
  exact zero_ne_one k
```

In a calculation, the two identities appear when a single spin-summed excitation with amplitude t is exponentiated, as in coupled-cluster theory restricted to one such term. The power series then ends after the quadratic term:

exp(t E_pq) = 1 + t E_pq + t² c_p↑ a_q↑ c_p↓ a_q↓

The exponential itself is not defined in the Lean development; this formula comes from inserting the square and the cube into the series. For two spatial orbitals, E_pq with p ≠ q can be stored as a 16 × 16 matrix whose cube must vanish and whose square must not. Passing this check does not confirm the fermionic signs: if all sign factors are left out, so that operators of different modes commute, the square is still nonzero and the cube still vanishes.

## The occupation of a spatial orbital

For p = q the two terms are the number operators n = c_p↑ a_p↑ and k = c_p↓ a_p↓. They are idempotent, and they commute because the commutation rule only compares modes of opposite spin. The first two factors of the cubic give twice the double-occupancy operator:

(n + k)(n + k − 1) = n² + k² + 2nk − n − k = 2nk

The last factor removes it:

nk(n + k − 2) = nk + nk − 2nk = 0

Together these give E_pp(E_pp − 1)(E_pp − 2) = 0. An eigenvalue of E_pp can therefore only be 0, 1 or 2, for an empty, singly occupied or doubly occupied orbital. In the proof, `h1` and `h2` are the two displayed equations.

```lean
/-- The occupation operator `E_pp` of a spatial orbital satisfies the cubic equation
with roots 0, 1 and 2. -/
theorem occupation_cubic (h : IsCAR c a) (p : ι) :
    E c a p p * (E c a p p - 1) * (E c a p p - 2) = 0 := by
  have hn := h.number_sq (p, up)
  have hk := h.number_sq (p, down)
  have hnk := h.hop_comm (x := (p, up)) (y := (p, up)) (z := (p, down)) (w := (p, down))
    (by simp) (by simp)
  unfold E
  generalize c (p, up) * a (p, up) = n at *
  generalize c (p, down) * a (p, down) = k at *
  -- the first two factors leave twice the double-occupancy operator
  have h1 : (n + k) * (n + k - 1) = 2 * (n * k) := by
    linear_combination (norm := noncomm_ring) hn + hk - hnk
  have h2 : n * k * (n + k - 2) = 0 := by
    linear_combination (norm := noncomm_ring) hn * k + n * hk - n * hnk
  rw [h1, mul_assoc, h2, mul_zero]

end Orbitals
```

## Operators that satisfy the relations

The CAR were assumed so far, so it remains to exhibit operators that obey them. Take the exterior algebra over the complex functions on the set of modes. For finitely many modes this is the usual fermionic Fock space as a vector space, without its inner product. Let e_x be the basis vector of mode x. Creation multiplies from the left:

c_x v = e_x ∧ v

```lean
section Fock

variable {m : Type*} [DecidableEq m]

/-- Creation on the exterior algebra: left multiplication by the basis vector of mode `x`. -/
noncomputable def create (x : m) : Module.End ℂ (ExteriorAlgebra ℂ (m → ℂ)) :=
  LinearMap.mulLeft ℂ (ExteriorAlgebra.ι ℂ (Pi.single x 1))
```

Annihilation contracts with the coordinate of mode x, which removes e_x with the appropriate sign.

```lean
/-- Annihilation on the exterior algebra: contraction with the coordinate of mode `x`. -/
noncomputable def annihilate (x : m) : Module.End ℂ (ExteriorAlgebra ℂ (m → ℂ)) :=
  CliffordAlgebra.contractLeft (LinearMap.proj x)
```

Two creators anticommute because the wedge product of vectors is antisymmetric, and two contractions anticommute as well. The mixed relation follows from the product rule for contraction:

a_x(e_y ∧ v) = δ_xy v − e_y ∧ a_x v

Moving the last term to the left gives (a_x c_y + c_y a_x)v = δ_xy v. The Lean proof checks each relation on an arbitrary vector `v`, using the Mathlib lemma for the corresponding rule. The theorem also records that the algebra of operators on this space is nontrivial. With `ι × Spin` as the set of modes, all the results above therefore apply to these operators.

```lean
/-- Multiplication and contraction on the exterior algebra obey the anticommutation relations
for any set of modes, and the algebra of operators there is nontrivial. -/
theorem isCAR_witness : Nontrivial (Module.End ℂ (ExteriorAlgebra ℂ (m → ℂ))) ∧
    IsCAR (create (m := m)) annihilate := by
  refine ⟨inferInstance, ⟨fun x y => ?_, fun x y => ?_, fun x y => ?_⟩⟩
  · refine LinearMap.ext fun v => ?_
    change ExteriorAlgebra.ι ℂ (Pi.single x 1) * (ExteriorAlgebra.ι ℂ (Pi.single y 1) * v)
      + ExteriorAlgebra.ι ℂ (Pi.single y 1) * (ExteriorAlgebra.ι ℂ (Pi.single x 1) * v) = 0
    rw [← mul_assoc, ← mul_assoc, ← add_mul, ExteriorAlgebra.ι_add_mul_swap, zero_mul]
  · refine LinearMap.ext fun v => ?_
    change CliffordAlgebra.contractLeft (LinearMap.proj x)
        (CliffordAlgebra.contractLeft (LinearMap.proj y) v)
      + CliffordAlgebra.contractLeft (LinearMap.proj y)
        (CliffordAlgebra.contractLeft (LinearMap.proj x) v) = 0
    rw [CliffordAlgebra.contractLeft_comm, neg_add_cancel]
  · refine LinearMap.ext fun v => ?_
    change CliffordAlgebra.contractLeft (LinearMap.proj x)
        (CliffordAlgebra.ι 0 (Pi.single y 1) * v)
      + CliffordAlgebra.ι 0 (Pi.single y 1) *
        CliffordAlgebra.contractLeft (LinearMap.proj x) v = _
    rw [CliffordAlgebra.contractLeft_ι_mul, sub_add_cancel]
    by_cases hxy : x = y
    · simp [hxy]
    · simp [hxy]

end Fock

end SpinSummedGenerators
```

```lean
#print axioms SpinSummedGenerators.excitation_sq_and_cube
#print axioms SpinSummedGenerators.excitation_sq_ne_zero
#print axioms SpinSummedGenerators.occupation_cubic
```

```
'SpinSummedGenerators.excitation_sq_and_cube' depends on axioms: [propext, Classical.choice, Quot.sound]
'SpinSummedGenerators.excitation_sq_ne_zero' depends on axioms: [propext, Classical.choice, Quot.sound]
'SpinSummedGenerators.occupation_cubic' depends on axioms: [propext, Classical.choice, Quot.sound]
```
